# The centre of gravity of the occupied levels minimises their second moment, but not always their fourth

In an LMTO or LAPW calculation, each atom and angular momentum needs a linearisation energy $E_\nu$, about which the radial function is expanded to first order in energy. A common step between iterations is to move $E_\nu$ to the centre of gravity of the occupied part of the corresponding partial density of states. In an LMTO code this takes two accumulated numbers: the occupation $q_0$ and the first moment $q_1$ of the occupied states about the current $E_\nu$. The update is $E_\nu \to E_\nu + q_1/q_0$.

For a fixed finite set of levels with non-negative occupations and positive total, this choice is the unique minimiser of the weighted sum of squared distances. The weighted sum of fourth powers can be lowered further exactly when the third moment about the centre of gravity is non-zero.

Both powers have a meaning in a linear method. The first-order expansion leaves an error in the radial function whose leading term is proportional to $(\varepsilon-E_\nu)^2$, so the squared norm of that error starts at $(\varepsilon-E_\nu)^4$. If the prefactor is treated as constant, then to leading order the second moment is proportional to the weighted sum of the error norms, and the fourth moment to the weighted sum of their squares. That link is the physical motivation; the theorems concern the moments themselves.

## Levels, occupations and moments

The levels are labelled by a finite type `ι`. Energies and occupations are real numbers, with energies in any fixed unit. For a partial density of states, the occupation of a level means the charge that it contributes to the given atom and angular momentum, so it need not be a whole number.

```lean
import Mathlib

open Finset

namespace LinearisationEnergy

noncomputable section

variable {ι : Type*} [Fintype ι]
```

Write $e_i$ for the levels, $w_i$ for their occupations and $v$ for a trial linearisation energy. The $k$-th moment is

$$M_k(v)=\sum_i w_i\,(e_i-v)^k .$$

It is not divided by the total occupation $W=\sum_i w_i$. For positive $W$, division by $W$ would turn it into an average without moving any minimum. The levels stay fixed as $v$ varies, whereas in a self-consistent calculation they would respond to the change of $E_\nu$.

```lean
/-- The `k`-th moment of the levels `e`, weighted by the occupations `w`, about the
trial linearisation energy `v`. -/
def moment (w e : ι → ℝ) (k : ℕ) (v : ℝ) : ℝ := ∑ i, w i * (e i - v) ^ k
```

The centre of gravity is $c=\sum_i w_i e_i/W$. In Lean it is `centroid w e`.

```lean
/-- The centre of gravity of the levels `e` with occupations `w`. -/
def centroid (w e : ι → ℝ) : ℝ := (∑ i, w i * e i) / (∑ i, w i)
```

For two levels, `pair x y` lists the values at indices 0 and 1. It serves for energies and occupations alike.

```lean
/-- A pair of real numbers, used for the energies or the occupations of two levels. -/
def pair (x y : ℝ) : Fin 2 → ℝ := ![x, y]
```

## The second moment

For each level,

$$(e_i-v)^2=(e_i-c)^2+(v^2-c^2)-2(v-c)\,e_i .$$

Multiply by $w_i$, sum, and use $\sum_i w_ie_i=cW$:

$$M_2(v)=M_2(c)+W(v^2-c^2)-2(v-c)cW=M_2(c)+W(v-c)^2 .$$

This is the parallel-axis theorem, with occupations in place of masses. It needs only $W\neq0$, which is the hypothesis `hW`. In the proof, `hc` is the relation $\sum_i w_ie_i=cW$ and `key` is the summed expansion, checked level by level with `ring`. Substituting `hc` then completes the square.

```lean
/-- For non-zero total occupation, the second moment about `v` is the second moment about the centre
of gravity plus the total occupation times the squared distance of `v` from the centre of gravity.
-/
theorem moment_two_shift (w e : ι → ℝ) (hW : (∑ i, w i) ≠ 0) (v : ℝ) :
    moment w e 2 v =
      moment w e 2 (centroid w e) + (∑ i, w i) * (v - centroid w e) ^ 2 := by
  have hc : (∑ i, w i * e i) = centroid w e * (∑ i, w i) := by
    unfold centroid
    rw [div_mul_cancel₀ _ hW]
  generalize centroid w e = c at hc ⊢
  -- expand the squares level by level
  have key : moment w e 2 v = moment w e 2 c + (∑ i, w i) * (v ^ 2 - c ^ 2)
      - 2 * (v - c) * (∑ i, w i * e i) := by
    simp only [moment, Finset.sum_mul, Finset.mul_sum, ← Finset.sum_add_distrib,
      ← Finset.sum_sub_distrib]
    exact Finset.sum_congr rfl fun i _ => by ring
  rw [key, hc]
  ring
```

If $W>0$ and $v\neq c$, then $W(v-c)^2>0$, and therefore $M_2(c)<M_2(v)$. The strict inequality for every other energy makes the minimiser unique. The proof rewrites with the parallel-axis identity and shows that the added term is positive.

```lean
/-- For positive total occupation, every energy other than the centre of gravity has a
strictly larger second moment. -/
theorem centroid_min_second (w e : ι → ℝ) (hW : 0 < ∑ i, w i) (v : ℝ)
    (hv : v ≠ centroid w e) :
    moment w e 2 (centroid w e) < moment w e 2 v := by
  rw [moment_two_shift w e hW.ne' v]
  have h2 : 0 < (v - centroid w e) ^ 2 := by
    have := sub_ne_zero.2 hv
    positivity
  have := mul_pos hW h2
  linarith
```

## The fourth moment and its slope

Differentiating term by term gives

$$\frac{d}{dv}M_4(v)=\sum_i w_i\cdot 4(e_i-v)^3\cdot(-1)=-4M_3(v).$$

`HasDerivAt` states both that the derivative exists at $v$ and what its value is. The proof differentiates $e_i-x$, applies the power rule and the constant factor $w_i$, and then adds the finitely many derivatives.

```lean
/-- The derivative of the fourth moment with respect to the linearisation energy is
minus four times the third moment. -/
theorem hasDerivAt_fourth (w e : ι → ℝ) (v : ℝ) :
    HasDerivAt (moment w e 4) (-4 * moment w e 3 v) v := by
  have h : ∀ i ∈ (Finset.univ : Finset ι),
      HasDerivAt (fun x : ℝ => w i * (e i - x) ^ 4) (w i * (-4 * (e i - v) ^ 3)) v := by
    intro i _
    have h1 : HasDerivAt (fun x : ℝ => e i - x) (-1) v :=
      (hasDerivAt_id' v).const_sub (e i)
    exact ((h1.fun_pow 4).const_mul (w i)).congr_deriv (by push_cast; ring)
  refine (HasDerivAt.fun_sum h).congr_deriv ?_
  simp only [moment, Finset.mul_sum]
  exact Finset.sum_congr rfl fun i _ => by ring
```

At a minimum the slope vanishes, so $M_3(v)=0$. For the converse, compare $v$ with any other energy $u$. Put $a_i=e_i-v$ and $t=u-v$, so that $e_i-u=a_i-t$. Expanding,

$$(a_i-t)^4-a_i^4+4ta_i^3=t^2(6a_i^2-4a_it+t^2)=t^2\bigl(2a_i^2+(2a_i-t)^2\bigr)\ge 0 .$$

Each quartic thus lies on or above its tangent. Since $w_i\ge0$, the weighted sum keeps the inequality:

$$M_4(u)\ge M_4(v)-4(u-v)M_3(v).$$

If $M_3(v)=0$, this reads $M_4(u)\ge M_4(v)$ for every $u$, which is a global minimum.

The two directions of the Lean proof follow this argument. The first regards the global minimum as a local one and uses the derivative. In the second, `key` is the tangent inequality, and `h1` supplies the non-negative remainder for each level. The non-negativity of the occupations, `hw`, enters only there.

```lean
/-- For non-negative occupations, an energy minimises the fourth moment if and only if the
third moment about it vanishes. -/
theorem fourth_min_iff (w e : ι → ℝ) (hw : ∀ i, 0 ≤ w i) (v : ℝ) :
    (∀ u, moment w e 4 v ≤ moment w e 4 u) ↔ moment w e 3 v = 0 := by
  constructor
  · intro h
    have hloc : IsLocalMin (moment w e 4) v := Filter.Eventually.of_forall h
    have := hloc.hasDerivAt_eq_zero (hasDerivAt_fourth w e v)
    linarith
  · intro h u
    -- the fourth moment lies on or above its tangent at `v`
    have key : moment w e 4 v - 4 * (u - v) * moment w e 3 v ≤ moment w e 4 u := by
      simp only [moment, Finset.mul_sum, ← Finset.sum_sub_distrib]
      apply Finset.sum_le_sum
      intro i _
      have h1 : 0 ≤ w i * ((u - v) ^ 2 *
          (2 * (e i - v) ^ 2 + (2 * (e i - v) - (u - v)) ^ 2)) :=
        mul_nonneg (hw i) (by positivity)
      nlinarith [h1]
    rw [h] at key
    linarith
```

## When the centre of gravity can be improved

Now set $v=c$. The centre of gravity minimises $M_4$ exactly when $M_3(c)=0$. Negating both sides, some energy has a strictly smaller fourth moment exactly when $M_3(c)\neq0$. Such an energy necessarily differs from $c$, because the inequality is strict.

The third moment about $c$ measures the skewness of the occupied levels. A distribution symmetric about $c$ has $M_3(c)=0$, as does a single occupied level. A band with a long tail on one side will generally have a non-zero value, and then the two criteria select different energies.

The theorem joins this equivalence to the result for the second moment. Its hypotheses are non-negative occupations and a positive total, so at least one level is occupied. The proof uses `fourth_min_iff` and turns "not every energy is at least as bad" into "some energy is better".

```lean
/-- For non-negative occupations with a positive total, the centre of gravity is the unique
minimiser of the second moment, and some other energy has a strictly smaller fourth moment exactly
when the third moment about the centre of gravity is non-zero. -/
theorem centroid_optimality (w e : ι → ℝ) (hw : ∀ i, 0 ≤ w i) (hW : 0 < ∑ i, w i) :
    (∀ v, v ≠ centroid w e → moment w e 2 (centroid w e) < moment w e 2 v) ∧
    ((∃ v, moment w e 4 v < moment w e 4 (centroid w e)) ↔
      moment w e 3 (centroid w e) ≠ 0) := by
  refine ⟨centroid_min_second w e hW, ?_⟩
  rw [ne_eq, ← fourth_min_iff w e hw]
  simp only [not_forall, not_le]
```

In a code, an energy that minimises the fourth moment can be found by solving $M_3(v)=0$. The function $M_3$ is non-negative at the lowest occupied level and non-positive at the highest, so bisection between them suffices.

## Two levels

Let the levels $a\neq b$ have occupations $p,q>0$. Their distances from the centre of gravity are

$$a-c=\frac{q(a-b)}{p+q},\qquad b-c=-\frac{p(a-b)}{p+q}.$$

Hence

$$M_3(c)=\frac{(pq^3-qp^3)(a-b)^3}{(p+q)^3}=\frac{pq(q-p)(a-b)^3}{(p+q)^2}.$$

Every factor except $q-p$ is non-zero. The centre of gravity therefore minimises the fourth moment if and only if $p=q$, in which case it is the midpoint of the two levels. In Lean, `h3` is this closed form, obtained by clearing denominators. The rest of the proof checks when the product vanishes.

```lean
/-- For two distinct levels with positive occupations, the centre of gravity minimises the
fourth moment if and only if the occupations are equal. -/
theorem two_level_iff (p q a b : ℝ) (hp : 0 < p) (hq : 0 < q) (hab : a ≠ b) :
    (∀ v, moment (pair p q) (pair a b) 4 (centroid (pair p q) (pair a b)) ≤
      moment (pair p q) (pair a b) 4 v) ↔ p = q := by
  have hw : ∀ i, 0 ≤ pair p q i := Fin.forall_fin_two.2 ⟨hp.le, hq.le⟩
  have hne : p + q ≠ 0 := (add_pos hp hq).ne'
  -- the third moment about the centre of gravity in closed form
  have h3 : moment (pair p q) (pair a b) 3 (centroid (pair p q) (pair a b)) =
      p * q * (q - p) * (a - b) ^ 3 / (p + q) ^ 2 := by
    simp only [moment, centroid, pair, Fin.sum_univ_two, Matrix.cons_val_zero,
      Matrix.cons_val_one, Matrix.cons_val_fin_one]
    field_simp
    ring
  rw [fourth_min_iff _ _ hw, h3]
  constructor
  · intro h
    by_contra hpq
    exact (div_ne_zero (mul_ne_zero (mul_ne_zero (mul_ne_zero hp.ne' hq.ne')
      (sub_ne_zero.2 (Ne.symm hpq))) (pow_ne_zero 3 (sub_ne_zero.2 hab)))
      (pow_ne_zero 2 hne)) h
  · intro h
    simp [h]
```

## Occupations three and one

Take levels at energies 0 and 1 with occupations 3 and 1, as when three electrons of one spin fill a threefold degenerate d level and a fourth of the same spin occupies the d level above it. The centre of gravity is $c=(3\cdot0+1\cdot1)/4=1/4$. By the parallel-axis identity it is the unique minimiser of the second moment. The fourth moments at $1/4$ and at $2/5$ are

$$M_4(\tfrac14)=3\cdot\frac{1}{256}+\frac{81}{256}=\frac{21}{64}\approx0.328,$$

$$M_4(\tfrac25)=3\cdot\frac{16}{625}+\frac{81}{625}=\frac{129}{625}\approx0.206.$$

Divided by the total occupation 4, these are averages of about 0.082 and 0.052. The fourth power gives great weight to the single distant level, so moving towards it pays. The second moment meanwhile rises from $3/4$ to $21/25$.

The energy $2/5$ is a convenient witness and not the minimiser. Solving $M_3(v)=0$, that is $3v^3=(1-v)^3$, gives $v=1/(1+\sqrt[3]{3})\approx0.409$.

The Lean statement has three parts: the value of the centre of gravity, its unique optimality for the second moment, and the strict inequality between the fourth moments. The first and last are evaluated by `norm_num`, and the middle one specialises `centroid_min_second`.

```lean
/-- For levels 0 and 1 with occupations 3 and 1, the centre of gravity 1/4 is the unique
minimiser of the second moment, but the energy 2/5 has a strictly smaller fourth moment. -/
theorem three_to_one_levels :
    centroid (pair 3 1) (pair 0 1) = 1 / 4 ∧
    (∀ v, v ≠ 1 / 4 →
      moment (pair 3 1) (pair 0 1) 2 (1 / 4) < moment (pair 3 1) (pair 0 1) 2 v) ∧
    moment (pair 3 1) (pair 0 1) 4 (2 / 5) < moment (pair 3 1) (pair 0 1) 4 (1 / 4) := by
  have hc : centroid (pair 3 1) (pair 0 1) = 1 / 4 := by
    norm_num [centroid, pair, Fin.sum_univ_two]
  refine ⟨hc, ?_, ?_⟩
  · intro v hv
    have h := centroid_min_second (pair 3 1) (pair 0 1)
      (by norm_num [pair, Fin.sum_univ_two]) v (by rwa [hc])
    rwa [hc] at h
  · norm_num [moment, pair, Fin.sum_univ_two]

end

end LinearisationEnergy
```

```lean
#print axioms LinearisationEnergy.centroid_optimality
-- 'LinearisationEnergy.centroid_optimality' depends on axioms: [propext, Classical.choice, Quot.sound]
#print axioms LinearisationEnergy.two_level_iff
-- 'LinearisationEnergy.two_level_iff' depends on axioms: [propext, Classical.choice, Quot.sound]
#print axioms LinearisationEnergy.three_to_one_levels
-- 'LinearisationEnergy.three_to_one_levels' depends on axioms: [propext, Classical.choice, Quot.sound]
```
